# The permanent of \(x\cdot 1+y\cdot J\) as a binomial sum

Let \(J\) be the \(n\times n\) matrix whose entries are all one, and let \(x,y\) lie in a commutative ring. Then

\[
\operatorname{perm}(x\cdot 1+y\cdot J)=\sum_{k=0}^{n}\binom nk (n-k)!\,x^k y^{n-k}.
\]

If \(n\) photons have normalised internal states and every pair has the same overlap \(y\), their overlap matrix is \((1-y)\cdot 1+y\cdot J\), and the formula with \(x=1-y\) gives its permanent. At \(x=-1\), \(y=1\) it counts derangements, the permutations without a fixed point.

## Bunching factors and test values for permanent routines

Send one photon into each of \(n\) input modes of a lossless linear interferometer whose matrix \(U\) is the same for all internal states, photon \(i\) having the normalised internal state \(\chi_i\). By Wick's theorem, the probability that all of them leave through output \(q\) is

\[
\prod_i |U_{qi}|^2\;\operatorname{perm}(G),\qquad G_{ij}=\langle\chi_i|\chi_j\rangle .
\]

For non-interacting photons with one common overlap, \(\operatorname{perm}(G)\) is therefore the bunching enhancement over distinguishable photons. It equals 1 at \(y=0\) and \(n!\) at \(y=1\).

A simulation code can compare its general permanent routine with the sum, which has only \(n+1\) terms. For \(0\le y\le 1\) the terms of the photon formula are non-negative, so adding them involves no cancellation. The test has a blind spot: all off-diagonal entries are equal, so a routine that reads the wrong off-diagonal entry still passes. The more general formula derived below, for a diagonal plus a rank-one matrix, allows unequal entries. It is written as a sum over subsets, which can be grouped by size: the products belonging to complements of size \(r\) add up to the coefficient of \(t^r\) in \(\prod_i(d_i+t\,u_iv_i)\).

## From permutations to subsets

Write the permanent as \(\operatorname{perm}(M)=\sum_\sigma\prod_i M_{\sigma(i),i}\), where \(\sigma\) runs over the permutations of the \(n\) indices. Take \(M=\operatorname{diag}(d)+uv^{T}\), with vectors \(d,u,v\). Its entries in the permanent are

\[
M_{\sigma(i),i}=d_i\,\delta_{\sigma(i),i}+u_{\sigma(i)}v_i .
\]

Expanding the product means choosing the set \(S\) of indices that take the diagonal term:

\[
\prod_i M_{\sigma(i),i}=\sum_S\Big(\prod_{i\in S}d_i\,\delta_{\sigma(i),i}\Big)\Big(\prod_{i\notin S}u_{\sigma(i)}v_i\Big).
\]

The first factor vanishes unless \(\sigma\) fixes every element of \(S\). If it does, \(\sigma\) permutes the complement \(S^c\), so \(\prod_{i\notin S}u_{\sigma(i)}=\prod_{i\notin S}u_i\), and the summand no longer depends on \(\sigma\). Exactly \(|S^c|!\) permutations fix \(S\) pointwise. Exchanging the two sums gives

\[
\operatorname{perm}(\operatorname{diag}(d)+uv^{T})=\sum_S |S^c|!\prod_{i\in S}d_i\prod_{i\notin S}u_iv_i .
\]

Now set \(d_i=x\), \(u_i=y\) and \(v_i=1\). A subset with \(k\) elements contributes \((n-k)!\,x^k y^{n-k}\), and there are \(\binom nk\) such subsets. This is the binomial sum, with \(0^0=1\); for \(n=0\) both sides are 1.

At \(x=-1\), \(y=1\) the matrix has 0 on the diagonal and 1 elsewhere. The product for \(\sigma\) is 1 if \(\sigma\) has no fixed point and 0 otherwise, so the number of derangements is

\[
D_n=\sum_{k=0}^{n}(-1)^k\binom nk(n-k)! .
\]

## Three photons with overlap one half

For \(n=3\) and \(y=\tfrac12\), the terms \(k=0,1,2,3\) of the photon formula are

\[
\tfrac68+\tfrac68+\tfrac38+\tfrac18=2 .
\]

Directly from the permutations, the identity contributes 1, the three transpositions contribute \(3y^2=\tfrac34\), and the two 3-cycles contribute \(2y^3=\tfrac14\), which again gives 2. Full bunching is twice as likely as for distinguishable photons. The derangement sum for \(n=3\) is \(6-6+3-1=2\), and the two derangements are the 3-cycles.

## The Lean file

```lean
import Mathlib

open Matrix Equiv
open scoped Nat

namespace UniformOverlapPermanent

variable {n m R : Type*} [Fintype n] [DecidableEq n] [Fintype m] [CommRing R]

/-- The matrix `J` whose entries are all equal to one. -/
def allOnes (n R : Type*) [CommRing R] : Matrix n n R := Matrix.of fun _ _ => 1

/-- The matrix of overlaps `⟨χ i|χ j⟩` between the internal states of the photons. -/
def overlapMatrix (χ : n → m → ℂ) : Matrix n n ℂ :=
  Matrix.of fun i j => star (χ i) ⬝ᵥ χ j

/-- The internal state of photon `i` with amplitude `c` in a mode common to all photons and
amplitude `s` in a mode of its own. -/
def sharedState (c s : ℝ) (i : n) : Option n → ℂ :=
  fun o => o.elim (c : ℂ) (fun k => if k = i then (s : ℂ) else 0)

/-- The permutations that leave every element of `S` in place number `r!`, where `r` is the number
of elements outside `S`. -/
theorem card_perm_fixing (S : Finset n) :
    (Finset.univ.filter (fun σ : Perm n => ∀ i ∈ S, σ i = i)).card = (Sᶜ.card)! := by
  rw [← Fintype.card_subtype]
  -- such a permutation is the same as a permutation of the complement
  have e : {σ : Perm n // ∀ i ∈ S, σ i = i} ≃ Perm {i // i ∉ S} :=
    ((Equiv.Perm.subtypeEquivSubtypePerm (fun i => i ∉ S)).trans
      (Equiv.subtypeEquivRight (fun σ => by simp))).symm
  have hS : Finset.univ.filter (fun i => i ∉ S) = Sᶜ := by
    ext i
    simp
  rw [Fintype.card_congr e, Fintype.card_perm, Fintype.card_subtype, hS]

/-- A permutation that fixes every element of `S` only reorders a product over the
complement of `S`. -/
theorem prod_compl_of_fixing (S : Finset n) (σ : Perm n) (h : ∀ i ∈ S, σ i = i)
    (u : n → R) : ∏ i ∈ Sᶜ, u (σ i) = ∏ i ∈ Sᶜ, u i := by
  refine Finset.prod_equiv σ (fun i => ?_) (fun i _ => rfl)
  rw [Finset.mem_compl, Finset.mem_compl, not_iff_not]
  constructor
  · intro hi
    rw [h i hi]
    exact hi
  · intro hi
    have hfix : σ i = i := σ.injective (h (σ i) hi)
    rw [hfix] at hi
    exact hi

/-- The permanent of a diagonal matrix plus a rank-one matrix is a sum over subsets `S`:
diagonal entries on `S`, rank-one entries and a factorial on the complement. -/
theorem permanent_diagonal_add_rankOne (d u v : n → R) :
    (diagonal d + vecMulVec u v).permanent =
      ∑ S : Finset n, ((Sᶜ.card)! : R) * ((∏ i ∈ S, d i) * ∏ i ∈ Sᶜ, u i * v i) := by
  -- expand each product; the diagonal part forces the permutation to fix `S`
  have expand : ∀ σ : Perm n, ∏ i, (diagonal d + vecMulVec u v) (σ i) i =
      ∑ S : Finset n, if (∀ i ∈ S, σ i = i) then
        (∏ i ∈ S, d i) * ∏ i ∈ Sᶜ, u i * v i else 0 := by
    intro σ
    simp only [Matrix.add_apply, vecMulVec_apply]
    rw [Finset.prod_add, Finset.powerset_univ]
    refine Finset.sum_congr rfl fun S _ => ?_
    rw [← Finset.compl_eq_univ_sdiff]
    by_cases h : ∀ i ∈ S, σ i = i
    · have h1 : ∏ i ∈ S, diagonal d (σ i) i = ∏ i ∈ S, d i :=
        Finset.prod_congr rfl fun i hi => by rw [h i hi, diagonal_apply_eq]
      rw [if_pos h, h1, Finset.prod_mul_distrib, Finset.prod_mul_distrib,
        prod_compl_of_fixing S σ h u]
    · rw [if_neg h]
      simp only [not_forall] at h
      obtain ⟨i, hi, hne⟩ := h
      have h0 : ∏ i ∈ S, diagonal d (σ i) i = 0 :=
        Finset.prod_eq_zero hi (diagonal_apply_ne d hne)
      rw [h0, zero_mul]
  unfold Matrix.permanent
  rw [Finset.sum_congr rfl fun σ _ => expand σ, Finset.sum_comm]
  -- count the permutations that contribute to each subset
  refine Finset.sum_congr rfl fun S _ => ?_
  rw [← Finset.sum_filter, Finset.sum_const, card_perm_fixing, nsmul_eq_mul]

/-- The permanent of `x·1 + y·J` is the sum over `k` of `C(n,k) (n-k)! x^k y^(n-k)`. -/
theorem permanent_uniform (x y : R) :
    (x • (1 : Matrix n n R) + y • allOnes n R).permanent =
      ∑ k ∈ Finset.range (Fintype.card n + 1),
        ((Fintype.card n).choose k : R) * ((Fintype.card n - k)! : ℕ) *
          x ^ k * y ^ (Fintype.card n - k) := by
  have hM : x • (1 : Matrix n n R) + y • allOnes n R =
      diagonal (fun _ => x) + vecMulVec (fun _ => y) (fun _ => 1) := by
    ext i j
    simp [allOnes, vecMulVec_apply, Matrix.one_apply, diagonal_apply]
  rw [hM, permanent_diagonal_add_rankOne]
  simp only [Finset.prod_const, mul_one, Finset.card_compl]
  -- group the subsets by their size
  rw [← Finset.powerset_univ]
  refine (Finset.sum_powerset_apply_card (fun k => (((Fintype.card n - k)! : ℕ) : R) *
    (x ^ k * y ^ (Fintype.card n - k)))).trans ?_
  rw [Finset.card_univ]
  refine Finset.sum_congr rfl fun k _ => ?_
  rw [nsmul_eq_mul]
  ring

/-- At `x = -1`, `y = 1` the permanent counts the permutations without a fixed point. -/
theorem permanent_eq_card_derangements :
    ((-1 : ℤ) • (1 : Matrix n n ℤ) + (1 : ℤ) • allOnes n ℤ).permanent =
      ((Finset.univ.filter (fun σ : Perm n => ∀ i, σ i ≠ i)).card : ℤ) := by
  have ent : ∀ a b : n, ((-1 : ℤ) • (1 : Matrix n n ℤ) + (1 : ℤ) • allOnes n ℤ) a b =
      if a ≠ b then 1 else 0 := by
    intro a b
    by_cases hab : a = b
    · subst hab
      simp [allOnes]
    · simp [allOnes, hab]
  unfold Matrix.permanent
  simp only [ent, Finset.prod_boole, Finset.sum_boole, Finset.mem_univ, true_implies]

/-- The number of permutations without a fixed point is the alternating sum of
`C(n,k) (n-k)!`. -/
theorem card_derangements_eq_sum :
    ((Finset.univ.filter (fun σ : Perm n => ∀ i, σ i ≠ i)).card : ℤ) =
      ∑ k ∈ Finset.range (Fintype.card n + 1),
        ((Fintype.card n).choose k : ℤ) * ((Fintype.card n - k)! : ℕ) * (-1) ^ k := by
  rw [← permanent_eq_card_derangements, permanent_uniform]
  simp only [one_pow, mul_one]

/-- For normalised photon states with the same overlap `y` between any two of them, the
permanent of the overlap matrix is the sum of `C(n,k) (n-k)! (1-y)^k y^(n-k)`. -/
theorem permanent_overlapMatrix (χ : n → m → ℂ) (y : ℂ)
    (h : ∀ i j, star (χ i) ⬝ᵥ χ j = if i = j then 1 else y) :
    (overlapMatrix χ).permanent =
      ∑ k ∈ Finset.range (Fintype.card n + 1),
        ((Fintype.card n).choose k : ℂ) * ((Fintype.card n - k)! : ℕ) *
          (1 - y) ^ k * y ^ (Fintype.card n - k) := by
  have hM : overlapMatrix χ = (1 - y) • (1 : Matrix n n ℂ) + y • allOnes n ℂ := by
    ext i j
    change star (χ i) ⬝ᵥ χ j = _
    rw [h i j]
    by_cases hij : i = j
    · subst hij
      simp [allOnes]
    · simp [allOnes, hij]
  rw [hM, permanent_uniform]

/-- If `c² + s² = 1`, the states `sharedState c s i` are normalised and any two with different
indices have overlap `c²`. -/
theorem permanent_overlapMatrix_witness (c s : ℝ) (h : c ^ 2 + s ^ 2 = 1) (i j : n) :
    star (sharedState c s i) ⬝ᵥ sharedState c s j = if i = j then 1 else (c : ℂ) ^ 2 := by
  have hc : (c : ℂ) ^ 2 + (s : ℂ) ^ 2 = 1 := by exact_mod_cast h
  -- separate the common mode from the private modes
  have split : star (sharedState c s i) ⬝ᵥ sharedState c s j =
      star (c : ℂ) * c + ∑ k : n, star (if k = i then (s : ℂ) else 0) *
        (if k = j then (s : ℂ) else 0) := by
    rw [dotProduct, Fintype.sum_option]
    rfl
  have hcs : ∀ r : ℝ, star (r : ℂ) = r := fun r => Complex.conj_ofReal r
  rw [split, Finset.sum_eq_single i (fun k _ hk => by simp [hk])
    (fun hi => absurd (Finset.mem_univ i) hi), if_pos rfl, hcs, hcs]
  by_cases hij : i = j
  · rw [if_pos hij, if_pos hij]
    linear_combination hc
  · rw [if_neg hij, if_neg hij]
    ring

end UniformOverlapPermanent
```

```lean
#print axioms UniformOverlapPermanent.card_derangements_eq_sum
#print axioms UniformOverlapPermanent.permanent_overlapMatrix
```

```
'UniformOverlapPermanent.card_derangements_eq_sum' depends on axioms: [propext, Classical.choice, Quot.sound]
'UniformOverlapPermanent.permanent_overlapMatrix' depends on axioms: [propext, Classical.choice, Quot.sound]
```

## How the statements map to photons

The finite type `n` labels the photons, and `Fintype.card n` is their number. `Matrix.permanent` uses the convention above, with the permutation acting on the row index. `allOnes n R` is \(J\), and `vecMulVec u v` is \(uv^{T}\). `permanent_diagonal_add_rankOne` and `permanent_uniform` hold over any commutative ring `R`, so the identity is available for exact integers as well as complex numbers.

In `overlapMatrix`, each photon has a vector of complex amplitudes over a finite set `m` of internal modes, such as discretised time bins or polarisations. The entry `star (χ i) ⬝ᵥ χ j` is \(\langle\chi_i|\chi_j\rangle\), conjugate-linear in the first state.

The hypothesis `h` of `permanent_overlapMatrix` says that each state has norm 1 and that any two different photons have overlap `y`. It models photons in pure internal states that are all equally distinguishable from one another. Although `y` has complex type, for two or more photons the hypothesis forces it to be real, because exchanging the two states conjugates their overlap. Overlaps of unequal magnitude are excluded. Overlaps with differing phases are covered only if rephasing the individual vectors, which leaves the permanent unchanged, makes them all equal.

`sharedState` provides states of this kind. Each photon has amplitude \(c\) in a common mode, the `none` element of `Option n`, and amplitude \(s\) in a private mode. `permanent_overlapMatrix_witness` shows that \(c^2+s^2=1\) gives normalised states with pairwise overlap \(c^2\). Every \(y\) from 0 to 1 is therefore realised, for any number of photons; \(c=s=1/\sqrt2\) gives the example above.

The theorems concern exact permanents: the bunching probability is physics added in this note, and the rounding error of a floating-point implementation needs its own analysis.

## How the proof follows the derivation

`card_perm_fixing` does the counting. It identifies the permutations that fix `S` pointwise with the permutations of the complement, whose number is a factorial. `prod_compl_of_fixing` shows that such a permutation only reorders the factors \(u_i\) over the complement. Its main point is that an index outside `S` cannot be sent into `S`, by injectivity.

In `permanent_diagonal_add_rankOne`, the step `expand` treats one permutation at a time. `Finset.prod_add` expands the product over subsets, and a case split asks whether the permutation fixes `S`. If it does, the two products simplify; if not, some moved index supplies a zero off-diagonal entry of `diagonal d`. `Finset.sum_comm` then exchanges the sums, and `card_perm_fixing` counts the surviving permutations.

`permanent_uniform` rewrites \(x\cdot 1+y\cdot J\) as a constant diagonal plus a rank-one matrix. `Finset.sum_powerset_apply_card` groups the subsets by size and produces the binomial coefficients.

`permanent_eq_card_derangements` does not use the binomial sum: it computes the matrix entries and reads the permanent as a count. `card_derangements_eq_sum` equates that count with `permanent_uniform` at \(x=-1\), \(y=1\). `permanent_overlapMatrix` checks entry by entry that the overlap matrix is \((1-y)\cdot 1+y\cdot J\), then applies the same theorem.

For the explicit states, `split` separates the common mode from the private ones. At most one private term survives, and it is non-zero only if the two photons are the same; the norm then follows from \(c^2+s^2=1\).
